# Twisted retarder stack: for a twist 0 < p < π per period and axis phases ±s, the Bloch phase K obeys (K − p)/s² → cot(p)/2 as s → 0

## A quarter turn cancels the retardation

Send light through a thin birefringent layer that multiplies the field along its first axis by exp(is) and the field along its second axis by exp(−is), with s real. Then rotate the field by 90° and repeat.

A field along the first axis picks up exp(is) and is turned onto the second axis. There it picks up exp(−is) and is turned onto the negative first axis. The two phases cancel, and two periods together give a factor −1. The same holds for a field that starts along the second axis. With M for the matrix of one period,

M² = −1,

so each eigenvalue of M is i or −i. Since M sends each axis onto the other, its trace is zero, and both values occur, whatever s is. The phase per period is π/2, equal to the rotation angle.

For any other rotation angle p strictly between 0 and π the cancellation is incomplete, and the phase per period moves away from p unless s is a multiple of 2π. For small s the shift is quadratic in s, and its sign depends on which side of π/2 the angle lies.

## Model and physical reading

The field is a column of two complex amplitudes, and one period is

M = R(p) D(s), D(s) = diag(exp(is), exp(−is)),

where R(p) is the rotation of the transverse plane by p. The retarder acts first. The phase difference between the two axes, which optics usually calls the retardation, is 2s; the comments in the Lean code use that word for s itself. A phase common to both axes is left out.

This matrix describes a pile of identical layers, each turned by −p relative to the one before, when the field is always written in the axes of the current layer. Then p is the turning of the coordinates, and the shift away from p is the part due to birefringence. For fixed p strictly between 0 and π and weak retardation, it is approximately the mean angle per layer, taken over many layers, by which the pile rotates the polarisation in the laboratory. This is an interpretation; the theorems speak only of M and its phase.

The model has no reflections and no absorption, and s is a given number with no frequency dependence. The same matrix describes a single spin-1/2 without decay under two alternating pulses about perpendicular axes, with K as its phase per cycle.

## Eigenvalues and the matrix of n + 1 periods

Multiplying out gives the rows of M:

(cos p · exp(is), −sin p · exp(−is))

(sin p · exp(is), cos p · exp(−is))

Hence

tr M = cos p · (exp(is) + exp(−is)) = 2 cos p cos s,

det M = cos² p + sin² p = 1.

Since |cos p cos s| ≤ 1, the phase K = arccos(cos p cos s) is a real number in [0, π] with cos K = cos p cos s. For any complex z,

det(M − z) = z² − 2z cos K + 1 = (z − exp(iK))(z − exp(−iK)).

A nonzero vector v with Mv = zv exists exactly when this determinant vanishes, so the eigenvalues are exp(iK) and exp(−iK).

The Cayley–Hamilton identity reads M² = 2 cos K · M − 1. It leads to

sin K · Mⁿ⁺¹ = sin((n+1)K) · M − sin(nK).

For n = 0 both sides are sin K · M. Multiplying the formula for n by M and replacing M² gives

sin K · Mⁿ⁺² = [2 cos K sin((n+1)K) − sin(nK)] · M − sin((n+1)K),

and the bracket is sin((n+2)K). For 0 < p < π we have |cos p cos s| < 1, so sin K ≠ 0 and one may divide by it. In a lossless Jones calculation this replaces repeated multiplication of identical periods.

## The quadratic shift and its sign

Fix p with 0 < p < π and put y = 1 − cos s. Then K = g(y) with

g(y) = arccos(cos p · (1 − y)), g(0) = p.

The derivative of arccos at cos p is −1/sin p, because sin p > 0. By the chain rule

g′(0) = (−1/sin p)(−cos p) = cot p.

Also y = 2 sin²(s/2), so y/s² → 1/2. For small nonzero s we have y ≠ 0, and

(K − p)/s² = [(g(y) − g(0))/y] · [y/s²] → cot(p)/2.

The limit is positive for p < π/2, zero at π/2 and negative above.

The sign of the shift itself needs no small s. From

cos K − cos p = −cos p · (1 − cos s)

and the strict decrease of the cosine on [0, π], it follows that K > p for p < π/2, K = p at π/2 and K < p for p > π/2, whenever cos s ≠ 1.

## An untwisted stack has no such limit

The condition 0 < p in the limit can't be weakened to 0 ≤ p. At p = 0 and |s| ≤ π, K = arccos(cos s) = |s|, so

(K − p)/s² = 1/|s|,

which grows without bound as s → 0. Without a twist the shift is linear in |s|.

## The statements in Lean

`rotation p`, `retarder s` and `period p s` are R(p), D(s) and M, as complex 2×2 matrices with real parameters. `blochPhase p s` is K, defined by `Real.arccos`; this fixes the branch [0, π], which is why p is compared with K only in that range.

- `period_eigenvalue_iff` holds for all real p and s. It says that a complex z has a nonzero vector `v` with `period p s *ᵥ v = z • v` if and only if z is exp(iK) or exp(−iK).
- `stack_power` is the formula for n + 1 periods, for every natural number n, with sin K kept on the left. Where sin K = 0 it reduces to 0 = 0.
- `phase_shift_limit` assumes 0 < p < π. The filter `𝓝[≠] 0` means that s approaches zero through nonzero values, from both sides.
- `coefficient_sign` gives the sign of cot(p)/2 under the same assumption.
- `phase_shift_sign` compares K with p for 0 ≤ p ≤ π. Its hypothesis `Real.cos s ≠ 1` excludes the multiples of 2π, at which the retarder is the identity.

```lean
import Mathlib

open Matrix Filter Topology

namespace TwistedStack

noncomputable section

/-- Jones matrix of a rotation of the transverse plane by the angle `p`. -/
def rotation (p : ℝ) : Matrix (Fin 2) (Fin 2) ℂ :=
  !![(Real.cos p : ℂ), -(Real.sin p : ℂ); (Real.sin p : ℂ), (Real.cos p : ℂ)]

/-- Jones matrix of a birefringent layer that gives its two axes the phases `s` and `-s`. -/
def retarder (s : ℝ) : Matrix (Fin 2) (Fin 2) ℂ :=
  !![Complex.exp (s * Complex.I), 0; 0, Complex.exp (-(s * Complex.I))]

/-- One period of the twisted stack: a retarding layer followed by a twist. -/
def period (p s : ℝ) : Matrix (Fin 2) (Fin 2) ℂ := rotation p * retarder s

/-- The Bloch phase per period, `K = arccos (cos p cos s)`. -/
def blochPhase (p s : ℝ) : ℝ := Real.arccos (Real.cos p * Real.cos s)

/-- The Bloch phase obeys the dispersion relation `cos K = cos p cos s`. -/
theorem cos_blochPhase (p s : ℝ) :
    Real.cos (blochPhase p s) = Real.cos p * Real.cos s := by
  have h : |Real.cos p * Real.cos s| ≤ 1 := by
    rw [abs_mul]
    exact mul_le_one₀ (Real.abs_cos_le_one p) (abs_nonneg _) (Real.abs_cos_le_one s)
  exact Real.cos_arccos (abs_le.mp h).1 (abs_le.mp h).2

/-- Two opposite phase factors add up to twice the cosine of the phase. -/
theorem exp_add_exp_neg (x : ℝ) :
    Complex.exp (x * Complex.I) + Complex.exp (-(x * Complex.I)) = 2 * (Real.cos x : ℂ) := by
  rw [Complex.ofReal_cos, Complex.cos, neg_mul]
  ring

/-- The Jones matrix of one period has trace `2 cos K` and determinant one. -/
theorem period_trace_det (p s : ℝ) :
    (period p s).trace = 2 * (Real.cos (blochPhase p s) : ℂ) ∧ (period p s).det = 1 := by
  constructor
  · rw [cos_blochPhase, Complex.ofReal_mul, period, rotation, retarder, Matrix.mul_fin_two,
      Matrix.trace_fin_two_of]
    linear_combination (Real.cos p : ℂ) * exp_add_exp_neg s
  · have hr : (rotation p).det = 1 := by
      have h : (Real.cos p : ℂ) ^ 2 + (Real.sin p : ℂ) ^ 2 = 1 := by
        exact_mod_cast Real.cos_sq_add_sin_sq p
      rw [rotation, Matrix.det_fin_two_of]
      linear_combination h
    have hd : (retarder s).det = 1 := by
      rw [retarder, Matrix.det_fin_two_of, ← Complex.exp_add]
      simp
    rw [period, Matrix.det_mul, hr, hd, one_mul]

/-- The eigenvalues of one period of the stack are exactly `exp (iK)` and `exp (-iK)`. -/
theorem period_eigenvalue_iff (p s : ℝ) (z : ℂ) :
    (∃ v : Fin 2 → ℂ, v ≠ 0 ∧ period p s *ᵥ v = z • v) ↔
      z = Complex.exp (blochPhase p s * Complex.I) ∨
      z = Complex.exp (-(blochPhase p s * Complex.I)) := by
  have hchar : ∀ A : Matrix (Fin 2) (Fin 2) ℂ,
      (A - z • (1 : Matrix (Fin 2) (Fin 2) ℂ)).det = z ^ 2 - A.trace * z + A.det := by
    intro A
    simp [Matrix.det_fin_two, Matrix.trace_fin_two]
    ring
  have hkey : (∃ v : Fin 2 → ℂ, v ≠ 0 ∧ period p s *ᵥ v = z • v) ↔
      (period p s - z • (1 : Matrix (Fin 2) (Fin 2) ℂ)).det = 0 := by
    rw [← Matrix.exists_mulVec_eq_zero_iff]
    simp only [Matrix.sub_mulVec, Matrix.smul_mulVec, Matrix.one_mulVec, sub_eq_zero]
  have hprod : Complex.exp (blochPhase p s * Complex.I) *
      Complex.exp (-(blochPhase p s * Complex.I)) = 1 := by
    rw [← Complex.exp_add, add_neg_cancel, Complex.exp_zero]
  -- the characteristic determinant factors into the two Bloch phase factors
  have hfac : (period p s - z • (1 : Matrix (Fin 2) (Fin 2) ℂ)).det =
      (z - Complex.exp (blochPhase p s * Complex.I)) *
      (z - Complex.exp (-(blochPhase p s * Complex.I))) := by
    rw [hchar, (period_trace_det p s).1, (period_trace_det p s).2]
    linear_combination z * exp_add_exp_neg (blochPhase p s) - hprod
  rw [hkey, hfac, mul_eq_zero, sub_eq_zero, sub_eq_zero]

/-- The Jones matrix of `n + 1` periods, multiplied by `sin K`, is
`sin ((n + 1) K) M - sin (n K)`, where `M` is the matrix of one period. -/
theorem stack_power (p s : ℝ) (n : ℕ) :
    (Real.sin (blochPhase p s) : ℂ) • period p s ^ (n + 1) =
      (Real.sin (((n : ℝ) + 1) * blochPhase p s) : ℂ) • period p s -
      (Real.sin ((n : ℝ) * blochPhase p s) : ℂ) • (1 : Matrix (Fin 2) (Fin 2) ℂ) := by
  -- Cayley-Hamilton for one period
  have hCH : ∀ A : Matrix (Fin 2) (Fin 2) ℂ,
      A * A = A.trace • A - A.det • (1 : Matrix (Fin 2) (Fin 2) ℂ) := by
    intro A
    ext i j
    fin_cases i <;> fin_cases j <;>
      simp [Matrix.mul_apply, Fin.sum_univ_two, Matrix.det_fin_two, Matrix.trace_fin_two] <;>
      ring
  have hMM := hCH (period p s)
  rw [(period_trace_det p s).1, (period_trace_det p s).2] at hMM
  induction n with
  | zero => simp
  | succ n ih =>
    have hsin : ∀ x : ℝ, Real.sin (((n : ℝ) + 1 + 1) * x) =
        2 * Real.cos x * Real.sin (((n : ℝ) + 1) * x) - Real.sin ((n : ℝ) * x) := by
      intro x
      have a : ((n : ℝ) + 1 + 1) * x = ((n : ℝ) + 1) * x + x := by ring
      have b : (n : ℝ) * x = ((n : ℝ) + 1) * x - x := by ring
      rw [a, b, Real.sin_add, Real.sin_sub]
      ring
    rw [pow_succ, ← smul_mul_assoc, ih]
    simp only [sub_mul, smul_mul_assoc, one_mul, hMM, Nat.cast_add, Nat.cast_one, hsin,
      Complex.ofReal_sub, Complex.ofReal_mul, Complex.ofReal_ofNat]
    module

/-- For a twist `p` strictly between `0` and `π`, the shift of the Bloch phase away from `p`,
divided by `s ^ 2`, tends to `cot p / 2` as the retardation `s` tends to zero. -/
theorem phase_shift_limit {p : ℝ} (h0 : 0 < p) (hpi : p < Real.pi) :
    Tendsto (fun s : ℝ => (blochPhase p s - p) / s ^ 2) (𝓝[≠] 0) (𝓝 (Real.cot p / 2)) := by
  have hs : 0 < Real.sin p := Real.sin_pos_of_pos_of_lt_pi h0 hpi
  have hsc := Real.sin_sq_add_cos_sq p
  -- the phase as a function of `y = 1 - cos s` has slope `cot p` at the origin
  have hg : HasDerivAt (fun y : ℝ => Real.arccos (Real.cos p * (1 - y))) (Real.cot p) 0 := by
    have hin : HasDerivAt (fun y : ℝ => Real.cos p * (1 - y)) (-Real.cos p) 0 := by
      simpa using ((hasDerivAt_id (0 : ℝ)).const_sub 1).const_mul (Real.cos p)
    have harc : HasDerivAt Real.arccos (-(1 / Real.sin p)) (Real.cos p * (1 - 0)) := by
      have h := Real.hasDerivAt_arccos (x := Real.cos p)
        (by intro h; rw [h] at hsc; nlinarith [pow_pos hs 2])
        (by intro h; rw [h] at hsc; nlinarith [pow_pos hs 2])
      rw [show 1 - Real.cos p ^ 2 = Real.sin p ^ 2 by linarith, Real.sqrt_sq hs.le] at h
      rwa [sub_zero, mul_one]
    have hval : -(1 / Real.sin p) * -Real.cos p = Real.cot p := by
      rw [Real.cot_eq_cos_div_sin]
      ring
    have hcomp := harc.comp (0 : ℝ) hin
    rw [hval] at hcomp
    exact hcomp
  have h1 := hasDerivAt_iff_tendsto_slope_zero.mp hg
  -- `1 - cos s` is `s ^ 2 / 2` to leading order
  have h2 : Tendsto (fun s : ℝ => (1 - Real.cos s) / s ^ 2) (𝓝[≠] 0) (𝓝 (1 / 2)) := by
    have hd : HasDerivAt (fun s : ℝ => Real.sin (s / 2)) (1 / 2) 0 := by
      simpa using ((hasDerivAt_id (0 : ℝ)).div_const 2).sin
    have h := ((hasDerivAt_iff_tendsto_slope_zero.mp hd).pow 2).const_mul (2 : ℝ)
    rw [show (2 : ℝ) * (1 / 2) ^ 2 = 1 / 2 by norm_num] at h
    refine h.congr fun s => ?_
    have e : 1 - Real.cos s = 2 * Real.sin (s / 2) ^ 2 := by
      have a := Real.cos_two_mul (s / 2)
      rw [show 2 * (s / 2) = s by ring] at a
      linarith [Real.sin_sq_add_cos_sq (s / 2)]
    rw [e]
    simp only [zero_add, zero_div, Real.sin_zero, sub_zero, smul_eq_mul]
    ring
  have hne : ∀ᶠ s : ℝ in 𝓝[≠] 0, 1 - Real.cos s ≠ 0 := by
    filter_upwards [h2.eventually_ne (by norm_num : (1 / 2 : ℝ) ≠ 0)] with s h h'
    exact h (by rw [h', zero_div])
  have h3 : Tendsto (fun s : ℝ => 1 - Real.cos s) (𝓝[≠] 0) (𝓝[≠] 0) := by
    refine tendsto_nhdsWithin_iff.mpr ⟨?_, hne⟩
    have h := (show Continuous (fun s : ℝ => 1 - Real.cos s) by fun_prop).tendsto 0
    rw [Real.cos_zero, sub_self] at h
    exact h.mono_left nhdsWithin_le_nhds
  have h4 := (h1.comp h3).mul h2
  rw [show Real.cot p * (1 / 2) = Real.cot p / 2 by ring] at h4
  refine h4.congr' ?_
  filter_upwards [hne, self_mem_nhdsWithin] with s hc hs0
  have hs1 : s ≠ 0 := hs0
  have e1 : Real.cos p * (1 - (0 + (1 - Real.cos s))) = Real.cos p * Real.cos s := by ring
  have e2 : Real.arccos (Real.cos p * (1 - 0)) = p := by
    rw [sub_zero, mul_one, Real.arccos_cos h0.le hpi.le]
  simp only [Function.comp_apply, smul_eq_mul, e1, e2, blochPhase]
  field_simp

/-- For a twist strictly between `0` and `π`, the coefficient `cot p / 2` is positive below
`π / 2`, zero at `π / 2` and negative above it. -/
theorem coefficient_sign {p : ℝ} (h0 : 0 < p) (hpi : p < Real.pi) :
    (p < Real.pi / 2 → 0 < Real.cot p / 2) ∧ (p = Real.pi / 2 → Real.cot p / 2 = 0) ∧
      (Real.pi / 2 < p → Real.cot p / 2 < 0) := by
  have hs : 0 < Real.sin p := Real.sin_pos_of_pos_of_lt_pi h0 hpi
  rw [Real.cot_eq_cos_div_sin]
  refine ⟨fun h => ?_, fun h => ?_, fun h => ?_⟩
  · have hc : 0 < Real.cos p := Real.cos_pos_of_mem_Ioo ⟨by linarith, h⟩
    positivity
  · rw [h, Real.cos_pi_div_two, zero_div, zero_div]
  · have hc : Real.cos p < 0 := Real.cos_neg_of_pi_div_two_lt_of_lt h (by linarith)
    linarith [div_neg_of_neg_of_pos hc hs]

/-- For a twist between `0` and `π` and any retardation with `cos s ≠ 1`, the Bloch phase
exceeds `p` below `π / 2`, equals it at `π / 2` and falls short of it above. -/
theorem phase_shift_sign {p s : ℝ} (h0 : 0 ≤ p) (hpi : p ≤ Real.pi) (hs : Real.cos s ≠ 1) :
    (p < Real.pi / 2 → p < blochPhase p s) ∧ (p = Real.pi / 2 → blochPhase p s = p) ∧
      (Real.pi / 2 < p → blochPhase p s < p) := by
  have hlt : Real.cos s < 1 := lt_of_le_of_ne (Real.cos_le_one s) hs
  have hK := cos_blochPhase p s
  have hK0 : 0 ≤ blochPhase p s := Real.arccos_nonneg _
  have hK1 : blochPhase p s ≤ Real.pi := Real.arccos_le_pi _
  -- the cosine decreases on `[0, π]`, so phases are compared through their cosines
  refine ⟨fun h => ?_, fun h => ?_, fun h => ?_⟩
  · have hc : 0 < Real.cos p := Real.cos_pos_of_mem_Ioo ⟨by linarith [Real.pi_pos], h⟩
    by_contra hn
    have := Real.cos_le_cos_of_nonneg_of_le_pi hK0 hpi (not_lt.mp hn)
    nlinarith
  · rw [blochPhase, h, Real.cos_pi_div_two, zero_mul, Real.arccos_zero]
  · have hc : Real.cos p < 0 :=
      Real.cos_neg_of_pi_div_two_lt_of_lt h (by linarith [Real.pi_pos])
    by_contra hn
    have := Real.cos_le_cos_of_nonneg_of_le_pi h0 hK1 (not_lt.mp hn)
    nlinarith

end

end TwistedStack
```

```lean
#print axioms TwistedStack.period_eigenvalue_iff
-- 'TwistedStack.period_eigenvalue_iff' depends on axioms: [propext, Classical.choice, Quot.sound]
#print axioms TwistedStack.phase_shift_limit
-- 'TwistedStack.phase_shift_limit' depends on axioms: [propext, Classical.choice, Quot.sound]
#print axioms TwistedStack.coefficient_sign
-- 'TwistedStack.coefficient_sign' depends on axioms: [propext, Classical.choice, Quot.sound]
#print axioms TwistedStack.phase_shift_sign
-- 'TwistedStack.phase_shift_sign' depends on axioms: [propext, Classical.choice, Quot.sound]
```

## From trace and determinant to the powers

`cos_blochPhase` bounds the product of cosines by one in absolute value, so that the cosine undoes the arccosine. `exp_add_exp_neg` is Euler's formula for the sum of two opposite phase factors. `period_trace_det` uses both for the trace, and obtains the determinant as the product of those of the rotation and the retarder.

In `period_eigenvalue_iff`, `hkey` turns the existence of an eigenvector into a vanishing determinant. `hchar` expands that determinant for a general 2×2 matrix, and `hfac` factors it. There `linear_combination` uses that the two phase factors have sum 2 cos K and product 1. The final rewriting says that a product is zero exactly when one of its factors is.

In `stack_power`, `hCH` proves Cayley–Hamilton entry by entry. The induction then follows the derivation above: `hsin` is the recurrence for sin((n+2)K), `pow_succ` splits off one factor M, and `module` collects the coefficients of M and of the identity.

## The limit as a product of two limits

In `phase_shift_limit`, `hg` is the statement g′(0) = cot p, built from the inner derivative `hin` and the arccosine derivative `harc`. The latter needs cos p ≠ ±1, which follows from sin p > 0. `h1` rewrites the derivative as a limit of difference quotients.

`h2` is the limit (1 − cos s)/s² → 1/2. It comes from the derivative 1/2 of sin(s/2) at zero, by squaring the difference quotient and doubling. Since this limit is not zero, 1 − cos s is nonzero for all small nonzero s; that is `hne`. With continuity it gives `h3`: y tends to zero through nonzero values, so it may be substituted into `h1`.

`h4` multiplies the two limits. The last lines check that the product equals (K − p)/s² near zero, where y and s are nonzero and `field_simp` can cancel y. The case p = π/2 needs no separate treatment, since the slope cot p is then simply zero.

`coefficient_sign` reads the sign of cos p/sin p from the sign of cos p. `phase_shift_sign` argues by contradiction on either side of π/2. If K ≤ p with p < π/2, monotonicity gives cos p ≤ cos K = cos p cos s, which is impossible for cos p > 0 and cos s < 1; `nlinarith` finds the conflict. The case p > π/2 is the mirror image, and at π/2 the definition gives arccos 0 = π/2.
